# Nesterov's accelerated gradient method has energy error at most of order 1/k² for convex energies with Lipschitz gradient

Let E be a convex energy with minimiser xs, whose gradient g is Lipschitz with constant L > 0. After k ≥ 1 steps from x₀, Nesterov's method with step size 1/L reaches a point x_k with

0 ≤ E(x_k) − E(xs) ≤ 2L‖x₀ − xs‖²/(k+1)².

In a structural relaxation, x collects the atomic coordinates, −g is the force, and L bounds the stiffness of the energy surface. The bound concerns the energy, not the distance of x_k from xs.

```lean
import Mathlib

open Set Filter Topology

namespace NesterovAcceleration

noncomputable section

variable {V : Type*} [NormedAddCommGroup V] [InnerProductSpace ℝ V]
```

The coordinates live in a real inner product space `V`, for instance ℝⁿ with its Euclidean norm.

```lean
/-- The momentum numbers: `momentum k` is `t_(k+1)`, with `t_1 = 1` and
`t_(k+1) = (1 + √(1 + 4 t_k²)) / 2`. -/
def momentum : ℕ → ℝ
  | 0 => 1
  | k + 1 => (1 + √(1 + 4 * momentum k ^ 2)) / 2
```

The numbers t_k control the momentum. Lean counts from zero, so `momentum k` is t_(k+1).

```lean
/-- Nesterov's method with gradient `g` and step `1/L`, for `L ≠ 0`, started at `x₀`.
Stage `k` holds the pair `(x_k, y_(k+1))` of current point and extrapolated point. -/
def nesterov (g : V → V) (L : ℝ) (x₀ : V) : ℕ → V × V
  | 0 => (x₀, x₀)
  | k + 1 =>
    let x := (nesterov g L x₀ k).1
    let y := (nesterov g L x₀ k).2
    let x' := y - (1 / L) • g y
    (x', x' + ((momentum k - 1) / momentum (k + 1)) • (x' - x))
```

Stage k stores the pair (x_k, y_(k+1)), starting from y_1 = x₀. The next stage is

x_(k+1) = y_(k+1) − g(y_(k+1))/L,
y_(k+2) = x_(k+1) + ((t_(k+1) − 1)/t_(k+2)) (x_(k+1) − x_k).

For atoms in a harmonic solid with a fixed, positive semidefinite force-constant matrix, L can be its largest eigenvalue, if that is positive. Each iteration evaluates the forces once, at the extrapolated geometry, moves the atoms by force/L, and extrapolates again. The first extrapolation vanishes because t_1 = 1; the second adds about 0.282 (x_2 − x_1).

```lean
/-- Successive momentum numbers satisfy `t_(k+1)² - t_(k+1) = t_k²`. -/
theorem momentum_sq (k : ℕ) :
    momentum (k + 1) ^ 2 - momentum (k + 1) = momentum k ^ 2 := by
  have h : √(1 + 4 * momentum k ^ 2) ^ 2 = 1 + 4 * momentum k ^ 2 :=
    Real.sq_sqrt (by positivity)
  rw [momentum]
  linear_combination h / 4
```

In Lean's numbering this reads t_(k+2)² − t_(k+2) = t_(k+1)². Write t = t_(k+1), r = √(1 + 4t²) and t' = (1 + r)/2. Then

t'² − t' = (r² − 1)/4 = t².

The fact `h` is r² = 1 + 4t², and `linear_combination` does the algebra.

```lean
/-- The momentum numbers grow at least linearly: `t_(k+1) ≥ (k + 2)/2`. -/
theorem momentum_ge (k : ℕ) : ((k : ℝ) + 2) / 2 ≤ momentum k := by
  induction k with
  | zero => norm_num [momentum]
  | succ k ih =>
    have h : 2 * momentum k ≤ √(1 + 4 * momentum k ^ 2) :=
      Real.le_sqrt_of_sq_le (by linarith [mul_pow 2 (momentum k) 2])
    rw [momentum]
    push_cast
    linarith
```

By induction, t_(k+1) ≥ (k+2)/2: it holds for t_1 = 1, and r ≥ 2t gives t' ≥ t + 1/2.

```lean
variable [CompleteSpace V] {E : V → ℝ} {g : V → V} {L : ℝ}
  (hg : ∀ x, HasGradientAt E (g x) x) (hE : ConvexOn ℝ univ E)
  (hL : 0 < L) (hlip : ∀ x y, ‖g x - g y‖ ≤ L * ‖x - y‖)

include hg

/-- Along a straight line with direction `d` the energy changes at the rate `⟨grad E, d⟩`. -/
theorem hasDerivAt_line (y d : V) (s : ℝ) :
    HasDerivAt (fun s : ℝ => E (y + s • d)) (inner ℝ (g (y + s • d)) d) s := by
  have h : HasDerivAt (fun s : ℝ => y + s • d) d s := by
    simpa using ((hasDerivAt_id' s).smul_const d).const_add y
  simpa [Function.comp_def] using (hg (y + s • d)).hasFDerivAt.comp_hasDerivAt s h

include hE
```

Completeness makes `V` a Hilbert space. The hypotheses say that g is the gradient of E everywhere (`hg`), E is convex on all of `V` (`hE`), L > 0 (`hL`), and ‖g(x) − g(y)‖ ≤ L‖x − y‖ (`hlip`). Real energy surfaces are usually not convex on the whole space. For a free molecule in Cartesian coordinates, convexity generally fails even near a minimum: rotating the molecule traces a curved set of minimisers, whereas the minimisers of a convex function form a convex set. In such cases the theorem does not apply directly.

The theorem is the chain rule:

d/ds E(y + s d) = ⟨g(y + s d), d⟩.

```lean
/-- A convex differentiable energy lies above each of its tangent planes. -/
theorem tangent_le (y z : V) : E y + inner ℝ (g y) (z - y) ≤ E z := by
  -- restrict the energy to the line from y to z
  have hc : ConvexOn ℝ univ (fun s : ℝ => E (y + s • (z - y))) := by
    refine ⟨convex_univ, fun a _ b _ p q hp hq hpq => ?_⟩
    have h := hE.2 (mem_univ (y + a • (z - y))) (mem_univ (y + b • (z - y))) hp hq hpq
    have e : p • (y + a • (z - y)) + q • (y + b • (z - y))
        = y + (p • a + q • b) • (z - y) := by
      rw [show q = 1 - p by linarith]
      simp only [smul_eq_mul]
      module
    rw [e] at h
    exact h
  have h := hc.le_slope_of_hasDerivAt (mem_univ 0) (mem_univ 1) one_pos
    (hasDerivAt_line hg y (z - y) 0)
  simp only [slope_def_field, zero_smul, one_smul, add_zero, sub_zero, div_one,
    add_sub_cancel] at h
  linarith

include hL hlip
```

On the line from y to z, E is a convex function of s. Its slope at s = 0 is at most its secant slope between 0 and 1:

⟨g(y), z − y⟩ ≤ E(z) − E(y).

Lean proves convexity on the line as `hc`, then applies the slope inequality.

```lean
/-- For a convex energy with `L`-Lipschitz gradient, `L > 0`, the energy after a gradient step
from `y` is bounded through the energy at any point `z`. -/
theorem gradient_step_le (y z : V) :
    E (y - (1 / L) • g y) ≤ E z + inner ℝ (g y) (y - z) - ‖g y‖ ^ 2 / (2 * L) := by
  have hd : ∀ s : ℝ, HasDerivAt
      (fun s : ℝ => E (y + s • (-g y)) + (s - L / 2 * (s * s)) * ‖g y‖ ^ 2)
      (inner ℝ (g (y + s • (-g y))) (-g y) + (1 - L * s) * ‖g y‖ ^ 2) s := by
    intro s
    have h2 : HasDerivAt (fun s : ℝ => s - L / 2 * (s * s)) (1 - L * s) s :=
      ((hasDerivAt_id' s).fun_sub
        (((hasDerivAt_id' s).fun_mul (hasDerivAt_id' s)).const_mul (L / 2))).congr_deriv
        (by ring)
    exact (hasDerivAt_line hg y (-g y) s).fun_add (h2.mul_const _)
  -- the Lipschitz bound keeps this function from increasing along the step
  have ha : AntitoneOn
      (fun s : ℝ => E (y + s • (-g y)) + (s - L / 2 * (s * s)) * ‖g y‖ ^ 2)
      (Icc 0 (1 / L)) := by
    refine antitoneOn_of_deriv_nonpos (convex_Icc _ _)
      (fun s _ => (hd s).continuousAt.continuousWithinAt)
      (fun s _ => (hd s).differentiableAt.differentiableWithinAt) (fun s hs => ?_)
    rw [interior_Icc] at hs
    rw [(hd s).deriv, inner_neg_right]
    have e2 := real_inner_le_norm (g y - g (y + s • (-g y))) (g y)
    rw [inner_sub_left, real_inner_self_eq_norm_sq] at e2
    have e3 := hlip y (y + s • (-g y))
    rw [show y - (y + s • (-g y)) = s • g y by module, norm_smul,
      Real.norm_of_nonneg hs.1.le] at e3
    linarith [mul_le_mul_of_nonneg_right e3 (norm_nonneg (g y))]
  have hp : 0 ≤ 1 / L := by positivity
  have h := ha (left_mem_Icc.2 hp) (right_mem_Icc.2 hp) hp
  simp only [zero_smul, add_zero, mul_zero, sub_zero, zero_mul] at h
  have hc : (1 / L - L / 2 * (1 / L * (1 / L))) * ‖g y‖ ^ 2 = ‖g y‖ ^ 2 / (2 * L) := by
    generalize ‖g y‖ ^ 2 = c
    field_simp
    ring
  rw [show y + (1 / L) • (-g y) = y - (1 / L) • g y by module, hc] at h
  have ht := tangent_le hg hE y z
  rw [← neg_sub y z, inner_neg_right] at ht
  linarith
```

For 0 ≤ s ≤ 1/L, put

F(s) = E(y − s g(y)) + (s − Ls²/2)‖g(y)‖².

Its derivative, `hd` in Lean, is

F'(s) = ⟨g(y) − g(y − s g(y)), g(y)⟩ − Ls‖g(y)‖² ≤ 0,

by Cauchy–Schwarz (`e2`) and the Lipschitz bound (`e3`). So F(1/L) ≤ F(0), which is

E(y − g(y)/L) ≤ E(y) − ‖g(y)‖²/(2L).

The tangent inequality E(y) ≤ E(z) + ⟨g(y), y − z⟩ finishes the proof.

```lean
/-- One accelerated step from `x` and `y`, with momentum numbers `t ≥ 1` and `t' ≠ 0`, does not
raise the sum of the energy gap to `z`, weighted by `t² - t` before the step and `t²` after it, and
`L/2` times the squared distance from `z` to an auxiliary point. That point is `t y - (t - 1) x`
before the step and `t' y' - (t' - 1) x'` after it, where `x'` and `y'` are the new current and
extrapolated points. This holds for a convex energy with `L`-Lipschitz gradient, `L > 0`. -/
theorem accelerated_step_le (x y z : V) {t t' : ℝ} (ht : 1 ≤ t) (ht' : t' ≠ 0) :
    t ^ 2 * (E (y - (1 / L) • g y) - E z) +
      L / 2 * ‖t' • (y - (1 / L) • g y + ((t - 1) / t') • (y - (1 / L) • g y - x))
        - (t' - 1) • (y - (1 / L) • g y) - z‖ ^ 2
    ≤ (t ^ 2 - t) * (E x - E z) + L / 2 * ‖t • y - (t - 1) • x - z‖ ^ 2 := by
  -- the combination t y - (t - 1) x - z changes by a multiple of the gradient at y
  have hw : t' • (y - (1 / L) • g y + ((t - 1) / t') • (y - (1 / L) • g y - x))
      - (t' - 1) • (y - (1 / L) • g y) - z
      = (t • y - (t - 1) • x - z) - (t / L) • g y := by
    have hc : t' * ((t - 1) / t') = t - 1 := by field_simp
    rw [smul_add, smul_smul, hc]
    module
  have hi : inner ℝ (t • y - (t - 1) • x - z) (g y)
      = (t - 1) * inner ℝ (g y) (y - x) + inner ℝ (g y) (y - z) := by
    rw [real_inner_comm (g y) (t • y - (t - 1) • x - z),
      show t • y - (t - 1) • x - z = (t - 1) • (y - x) + (y - z) by module,
      inner_add_right, inner_smul_right]
  have hs : ∀ a b c : ℝ, L / 2 * (a - 2 * (t / L * b) + (t / L) ^ 2 * c)
      = L / 2 * a - t * b + t ^ 2 * (c / (2 * L)) := by
    intro a b c
    field_simp
  rw [hw, norm_sub_sq_real, inner_smul_right, hi, norm_smul, mul_pow, Real.norm_eq_abs,
    sq_abs, hs]
  -- weigh the comparisons with x and with z by t(t - 1) and t
  have h1 := mul_le_mul_of_nonneg_left (gradient_step_le hg hE hL hlip y x)
    (mul_nonneg (by linarith : 0 ≤ t) (by linarith : 0 ≤ t - 1))
  have h2 := mul_le_mul_of_nonneg_left (gradient_step_le hg hE hL hlip y z)
    (by linarith : 0 ≤ t)
  linarith
```

Write p = y − g(y)/L, y' = p + ((t − 1)/t')(p − x), u = t y − (t − 1)x − z and u' = t'y' − (t' − 1)p − z. Here t ≥ 1, and t' is any nonzero number. The claim is

t²(E(p) − E(z)) + (L/2)‖u'‖² ≤ (t² − t)(E(x) − E(z)) + (L/2)‖u‖².

Substituting y' gives u' = t p − (t − 1)x − z = u − (t/L)g(y), which is `hw`. Hence

(L/2)‖u'‖² = (L/2)‖u‖² − t⟨u, g(y)⟩ + t²‖g(y)‖²/(2L).

Now take the previous theorem at x with weight t(t − 1) and at z with weight t (`h1`, `h2`). Since u = (t − 1)(y − x) + (y − z), which gives `hi`, their sum is

t²E(p) ≤ t(t − 1)E(x) + tE(z) + t⟨u, g(y)⟩ − t²‖g(y)‖²/(2L).

Subtract t²E(z) from both sides and add the expression for (L/2)‖u'‖²; the gradient terms cancel.

```lean
/-- For a convex energy with `L`-Lipschitz gradient, `L > 0`, and any comparison point `z`,
`E(x_k) - E(z) ≤ 2L‖x₀ - z‖²/(k+1)²` for `k ≥ 1`. -/
theorem energy_sub_le (x₀ z : V) {k : ℕ} (hk : 1 ≤ k) :
    E (nesterov g L x₀ k).1 - E z ≤ 2 * L * ‖x₀ - z‖ ^ 2 / ((k : ℝ) + 1) ^ 2 := by
  have h1 : ∀ m, 1 ≤ momentum m := fun m => by
    linarith [momentum_ge m, (Nat.cast_nonneg m : (0 : ℝ) ≤ m)]
  -- the potential never exceeds its initial value
  have hp : ∀ m, (momentum m ^ 2 - momentum m) * (E (nesterov g L x₀ m).1 - E z) +
      L / 2 * ‖momentum m • (nesterov g L x₀ m).2
        - (momentum m - 1) • (nesterov g L x₀ m).1 - z‖ ^ 2 ≤ L / 2 * ‖x₀ - z‖ ^ 2 := by
    intro m
    induction m with
    | zero => simp [momentum, nesterov]
    | succ m ih =>
      have h := accelerated_step_le hg hE hL hlip (nesterov g L x₀ m).1
        (nesterov g L x₀ m).2 z (h1 m) (zero_lt_one.trans_le (h1 (m + 1))).ne'
      rw [momentum_sq]
      simp only [nesterov]
      exact h.trans ih
  obtain ⟨m, rfl⟩ : ∃ m, k = m + 1 := ⟨k - 1, by omega⟩
  have h := hp (m + 1)
  rw [momentum_sq] at h
  have h' := le_trans (le_add_of_nonneg_right (by positivity)) h
  rcases le_total (E (nesterov g L x₀ (m + 1)).1 - E z) 0 with hv | hv
  · exact hv.trans (by positivity)
  · have hm := pow_le_pow_left₀ (by positivity) (momentum_ge m) 2
    have := mul_le_mul_of_nonneg_right hm hv
    rw [le_div_iff₀ (by positivity)]
    push_cast
    linarith
```

Define the potential

Φ_m = (t_(m+1)² − t_(m+1))(E(x_m) − E(z)) + (L/2)‖t_(m+1) y_(m+1) − (t_(m+1) − 1)x_m − z‖².

Initially Φ_0 = (L/2)‖x₀ − z‖². The step inequality and the momentum identity give Φ_(m+1) ≤ Φ_m, so induction yields `hp`. For k ≥ 1, dropping the squared norm leaves

t_k²(E(x_k) − E(z)) ≤ (L/2)‖x₀ − z‖².

If the gap is nonnegative, t_k ≥ (k+1)/2 gives the bound; if it is negative, the bound is immediate. Lean splits these cases with `rcases`.

```lean
/-- Nesterov's accelerated rate: for a convex energy with `L`-Lipschitz gradient, `L > 0`, and
a minimiser `xs`, the energy error at step `k ≥ 1` lies between `0` and
`2L‖x₀ - xs‖²/(k+1)²`. -/
theorem nesterov_rate (x₀ : V) {xs : V} (hmin : ∀ x, E xs ≤ E x) {k : ℕ} (hk : 1 ≤ k) :
    0 ≤ E (nesterov g L x₀ k).1 - E xs ∧
      E (nesterov g L x₀ k).1 - E xs ≤ 2 * L * ‖x₀ - xs‖ ^ 2 / ((k : ℝ) + 1) ^ 2 :=
  ⟨sub_nonneg.2 (hmin _), energy_sub_le hg hE hL hlip x₀ xs hk⟩
```

Choosing z = xs gives the upper bound, and minimality (`hmin`) gives the lower one.

Without convexity the rate can fail. Take E(x) = cos x on the real line, L = 1 and x₀ = 0. The gradient vanishes there, so the method never moves and its error relative to xs = π stays at 2, while the bound tends to zero. More generally, the method never leaves a stationary point at which it starts, so a bound that tends to zero can hold from every starting point only if E has no stationary points above its minimum.

```lean
/-- For a convex energy that is bounded below and has `L`-Lipschitz gradient, `L > 0`, the
energies `E(x_k)` converge to the infimum of `E`, whether or not it is attained. -/
theorem energy_tendsto_iInf (x₀ : V) (hb : BddBelow (range E)) :
    Tendsto (fun k => E (nesterov g L x₀ k).1) atTop (𝓝 (⨅ z, E z)) := by
  refine tendsto_order.2 ⟨fun a ha => Eventually.of_forall fun k =>
    ha.trans_le (ciInf_le hb _), fun a ha => ?_⟩
  -- compare with a point z whose energy is already below a
  obtain ⟨z, hz⟩ := exists_lt_of_ciInf_lt ha
  have h1 : Tendsto (fun k : ℕ => 1 / ((k : ℝ) + 1)) atTop (𝓝 0) :=
    tendsto_one_div_add_atTop_nhds_zero_nat
  have h0 : Tendsto (fun k : ℕ => E z + 2 * L * ‖x₀ - z‖ ^ 2 * (1 / ((k : ℝ) + 1)) ^ 2)
      atTop (𝓝 (E z)) := by
    simpa using ((h1.pow 2).const_mul (2 * L * ‖x₀ - z‖ ^ 2)).const_add (E z)
  filter_upwards [h0.eventually_lt_const hz, eventually_ge_atTop 1] with k hk hk1
  have h := energy_sub_le hg hE hL hlip x₀ z hk1
  rw [one_div, inv_pow, ← div_eq_mul_inv] at hk
  linarith

end

end NesterovAcceleration
```

If the convex energy E is bounded below but has no minimiser, the energies still converge to its infimum. For any a above the infimum, choose z with E(z) < a. Then

E(x_k) ≤ E(z) + 2L‖x₀ − z‖²/(k+1)² < a

for all large k, while E(x_k) never falls below the infimum. Lean expresses these two conditions through `tendsto_order`.

```lean
#print axioms NesterovAcceleration.nesterov_rate
#print axioms NesterovAcceleration.energy_tendsto_iInf
```

```
'NesterovAcceleration.nesterov_rate' depends on axioms: [propext, Classical.choice, Quot.sound]
'NesterovAcceleration.energy_tendsto_iInf' depends on axioms: [propext, Classical.choice, Quot.sound]
```
